# If a radial weight is integrable against the hydrogen 1s density, it is integrable against the square of the orbital smoothed by a parabola near the nucleus

The all-electron function here is the unnormalised hydrogen 1s orbital e^(−r), with r in Bohr radii, and its smooth partner replaces it by a parabola up to an augmentation radius R and equals it beyond. The declaration `smooth_integrable` says that, for any real function w(r), if 4r²·e^(−2r)·w(r) is integrable over r > 0, then so is the same expression with the smooth function squared in place of e^(−2r). The factor 4r² makes the all-electron density integrate to one, but the smooth function is not normalised separately. The proof gets measurability by writing the smooth integrand as the all-electron one times a squared ratio, and then bounds it pointwise in absolute value, since the smooth function is positive and nowhere exceeds the orbital at r > 0.

In Lean, a first try:

```lean
import Mathlib

open MeasureTheory Set

namespace SmoothIntegrable

noncomputable section

/-- The all-electron function: the hydrogen 1s orbital `exp (-r)`, up to normalisation. -/
def phi (r : ℝ) : ℝ := Real.exp (-r)

/-- The smooth function for an augmentation radius `R > 0`: a parabola up to `R`,
and the all-electron function beyond. -/
def phiSmooth (R r : ℝ) : ℝ :=
  if r ≤ R then Real.exp (-R) * (1 + (R ^ 2 - r ^ 2) / (2 * R)) else Real.exp (-r)

/-- From the augmentation radius outwards the smooth and all-electron functions agree. -/
theorem phiSmooth_of_ge {R r : ℝ} (h : R ≤ r) : phiSmooth R r = phi r := by
  rcases h.eq_or_lt with h | h
  · subst h
    simp [phiSmooth, phi]
  · simp [phiSmooth, phi, not_le.2 h]

/-- Inside the augmentation sphere, at `0 < r < R`, the smooth function lies strictly below
the all-electron function. -/
theorem phiSmooth_lt {R r : ℝ} (hr : 0 < r) (h : r < R) : phiSmooth R r < phi r := by
  have hR : 0 < R := hr.trans h
  have e : Real.exp (-r) = Real.exp (-R) * Real.exp (R - r) := by
    rw [← Real.exp_add]
    congr 1
    ring
  have h1 := Real.add_one_le_exp (R - r)
  have h2 : (R ^ 2 - r ^ 2) / (2 * R) < R - r := by
    rw [div_lt_iff₀ (by positivity)]
    nlinarith [pow_pos (sub_pos.2 h) 2]
  rw [phiSmooth, if_pos h.le, phi, e]
  exact mul_lt_mul_of_pos_left (by linarith) (Real.exp_pos _)

/-- The smooth function is positive at every `r > 0`. -/
theorem phiSmooth_pos {R r : ℝ} (hr : 0 < r) : 0 < phiSmooth R r := by
  by_cases h : r ≤ R
  · have hR : 0 < R := hr.trans_le h
    have h1 : 0 ≤ R ^ 2 - r ^ 2 := by nlinarith
    rw [phiSmooth, if_pos h]
    positivity
  · rw [phiSmooth, if_neg h]
    exact Real.exp_pos _

/-- If the all-electron integrand of an operator is integrable, so is the smooth one. -/
theorem smooth_integrable (R : ℝ) {w : ℝ → ℝ}
    (hw : IntegrableOn (fun r => 4 * r ^ 2 * phi r ^ 2 * w r) (Ioi 0)) :
    IntegrableOn (fun r => 4 * r ^ 2 * phiSmooth R r ^ 2 * w r) (Ioi 0) := by
  have hm : Measurable (phiSmooth R) := by
    unfold phiSmooth
    exact Measurable.ite measurableSet_Iic (by fun_prop) (by fun_prop)
  have hp : Measurable phi := by
    unfold phi
    fun_prop
  refine Integrable.mono hw ?_ ?_
  · have h2 : Measurable fun r => (phiSmooth R r / phi r) ^ 2 := (hm.div hp).pow_const 2
    refine (h2.aestronglyMeasurable.mul
      (Integrable.aestronglyMeasurable hw)).congr (Filter.Eventually.of_forall fun r => ?_)
    have h0 : phi r ≠ 0 := (Real.exp_pos _).ne'
    show (phiSmooth R r / phi r) ^ 2 * (4 * r ^ 2 * phi r ^ 2 * w r)
      = 4 * r ^ 2 * phiSmooth R r ^ 2 * w r
    field_simp
  · -- domination by the all-electron integrand
    refine (ae_restrict_iff' measurableSet_Ioi).2 (Filter.Eventually.of_forall fun r hr => ?_)
    have h : ‖phiSmooth R r‖ ≤ ‖phi r‖ := by
      rw [Real.norm_of_nonneg (phiSmooth_pos hr).le,
        Real.norm_of_nonneg (Real.exp_pos (-r)).le]
      rcases lt_or_ge r R with h | h
      · exact (phiSmooth_lt hr h).le
      · exact (phiSmooth_of_ge h).le
    simp only [norm_mul, norm_pow]
    gcongr

end

end SmoothIntegrable
```

Compiling this gives:

```
Main.lean:71:8: error: Tactic `rewrite` failed: Did not find an occurrence of the pattern
  ‖Real.exp (-r)‖
in the target expression
  phiSmooth R r ≤ ‖phi r‖

R : ℝ
w : ℝ → ℝ
hw : IntegrableOn (fun r => 4 * r ^ 2 * phi r ^ 2 * w r) (Ioi 0) volume
hm : Measurable (phiSmooth R)
hp : Measurable phi
r : ℝ
hr : r ∈ Ioi 0
⊢ phiSmooth R r ≤ ‖phi r‖
```

Cause. The error is in the pointwise bound, where `rw` is to remove the norms from `‖phiSmooth R r‖ ≤ ‖phi r‖`. The first rewrite works. The second is given a proof that `Real.exp (-r)` is nonnegative, so `Real.norm_of_nonneg` becomes an equation about `‖Real.exp (-r)‖`, and Lean reports that the goal contains no such term. What the goal contains is `‖phi r‖`. The two are equal by the definition of `phi`, but `rw` does not unfold an ordinary definition like this one when it looks for its pattern.

The repair keeps the same proof of positivity but states its type as `0 ≤ phi r`, using `show … from`. Lean accepts this because checking a proof against a stated type does allow `phi` to be unfolded. The equation now begins with `‖phi r‖`, which the rewrite finds, leaving `phiSmooth R r ≤ phi r` for the two cases that follow.

This version goes through:

```diff
@@ -69,5 +69,5 @@
     have h : ‖phiSmooth R r‖ ≤ ‖phi r‖ := by
       rw [Real.norm_of_nonneg (phiSmooth_pos hr).le,
-        Real.norm_of_nonneg (Real.exp_pos (-r)).le]
+        Real.norm_of_nonneg (show 0 ≤ phi r from (Real.exp_pos (-r)).le)]
       rcases lt_or_ge r R with h | h
       · exact (phiSmooth_lt hr h).le
```
